# Sugano's formula for the ratio of singlet weights in levels C and A of the Seitz model

Q: Which energies and basis states does the file mean by "the Seitz model"? I want the conventions fixed before I look at any formula.

A: The model describes an ion with ground configuration $s^2$ whose excited configuration is $sp$. Three parameters enter: $F$ is the direct energy, which includes the energy of promoting an electron from $s$ to $p$; $G$ is the exchange energy, half the singlet-triplet splitting in the absence of spin-orbit coupling; and $\zeta$ is the spin-orbit constant of the $p$ electron. For total angular momentum $J=1$ and a fixed component $M$ there is one triplet state and one singlet state, and spin-orbit coupling mixes them, in the same way for each $M$. In the basis (triplet, singlet) the energy matrix is
$$\begin{pmatrix} F-G-\zeta/2 & \zeta/\sqrt2\\ \zeta/\sqrt2 & F+G\end{pmatrix}.$$

```lean
import Mathlib

open Matrix

namespace SeitzSugano

noncomputable section

/-- The J = 1 energy matrix of the Seitz model in the basis (triplet, singlet), with direct
energy `F`, exchange energy `G` and spin-orbit constant `ζ`. -/
def seitzMatrix (F G ζ : ℝ) : Matrix (Fin 2) (Fin 2) ℝ :=
  !![F - G - ζ / 2, ζ / √2; ζ / √2, F + G]
```

Lean counts components from 0, so `v 0` is the triplet amplitude $v_0$ and `v 1` is the singlet amplitude $v_1$.

Q: Other authors may choose the opposite sign for the off-diagonal element. And why are the vectors real?

A: Reversing the sign of one basis state reverses that element and one amplitude, but leaves $v_0^2$ and $v_1^2$ alone. The matrix is real and symmetric, so real eigenvectors suffice for distinct levels; a complex phase would not alter the weights either. A state is a real vector that satisfies the eigenvalue equation and has norm one:

```lean
/-- The vector `v` is a normalised eigenvector of the Seitz matrix with energy `E`. -/
def IsState (F G ζ E : ℝ) (v : Fin 2 → ℝ) : Prop :=
  seitzMatrix F G ζ *ᵥ v = E • v ∧ v ⬝ᵥ v = 1
```

The singlet weight is therefore $v_1^2$, with no further normalisation.

Q: Level B isn't one of the two $J=1$ levels. Where does it come from?

A: It is the $J=2$ triplet level. The $sp$ configuration has no singlet with $J=2$, so B stays unmixed. Within the triplet, spin-orbit coupling acts as $(\zeta/2)\,\mathbf L\cdot\mathbf S$, and $\mathbf L\cdot\mathbf S$ is $1$ for $J=2$ and $-1$ for $J=1$. That gives $E_B=F-G+\zeta/2$, which the file takes as a definition.

```lean
/-- The energy of level B, a pure triplet level. -/
def energyB (F G ζ : ℝ) : ℝ := F - G + ζ / 2
```

With $E_A<E_C$ for the two $J=1$ levels, the remaining definitions are
$$x=\frac{E_B-E_A}{E_C-E_A},\qquad s=\sqrt{6-2(2x-1)^2}.$$

```lean
/-- The relative position `x = (EB - EA) / (EC - EA)` of level B, for `EA ≠ EC`. -/
def positionB (F G ζ EA EC : ℝ) : ℝ := (energyB F G ζ - EA) / (EC - EA)

/-- The square root `s = √(6 - 2 (2x - 1)²)` in Sugano's formula, for a nonnegative radicand. -/
def suganoRoot (x : ℝ) : ℝ := √(6 - 2 * (2 * x - 1) ^ 2)
```

Q: So the claim is that $x$, together with the sign of one combination of $G$ and $\zeta$, fixes how the singlet is shared between A and C. Derive it for me, and show that the Lean proof takes the same route.

A: Let $u$ be the state of A and $v$ the state of C. In components, a state of energy $E$ satisfies
$$(F-G-\tfrac{\zeta}{2})v_0+\tfrac{\zeta}{\sqrt2}v_1=Ev_0,\qquad \tfrac{\zeta}{\sqrt2}v_0+(F+G)v_1=Ev_1,\qquad v_0^2+v_1^2=1.$$
The first lemma says that this is equivalent to `IsState`.

```lean
variable {F G ζ E EA EC : ℝ} {u v : Fin 2 → ℝ}

/-- The eigenvalue equation and the normalisation written out in components. -/
theorem isState_iff : IsState F G ζ E v ↔
    (F - G - ζ / 2) * v 0 + ζ / √2 * v 1 = E * v 0 ∧
    ζ / √2 * v 0 + (F + G) * v 1 = E * v 1 ∧ v 0 ^ 2 + v 1 ^ 2 = 1 := by
  simp [IsState, seitzMatrix, dotProduct, funext_iff, Fin.forall_fin_two,
    Fin.sum_univ_two, and_assoc, sq]
```

Now write $a=F-G-\zeta/2$, $d=F+G$ and $b=\zeta/\sqrt2$, and set $D=(a-E)(d-E)-b^2$. Multiply the first equation by $d-E$, the second by $b$, and subtract: $Dv_0=0$. Exchanging the roles of the equations gives $Dv_1=0$. Hence $D=D(v_0^2+v_1^2)=0$, which is the secular equation
$$(a-E)(d-E)=\zeta^2/2.$$

```lean
/-- The energy of a state satisfies the secular equation. -/
theorem secular (h : IsState F G ζ E v) :
    (F - G - ζ / 2 - E) * (F + G - E) = ζ ^ 2 / 2 := by
  obtain ⟨e0, e1, n⟩ := isState_iff.1 h
  have hb : (ζ / √2) ^ 2 = ζ ^ 2 / 2 := by
    rw [div_pow, Real.sq_sqrt (by norm_num)]
  generalize ζ / √2 = b at e0 e1 hb
  linear_combination v 0 * ((F + G - E) * e0 - b * e1)
    + v 1 * ((F - G - ζ / 2 - E) * e1 - b * e0)
    - ((F - G - ζ / 2 - E) * (F + G - E) - b ^ 2) * n + hb
```

The tactic `linear_combination` is given the multipliers and checks that the resulting identity holds by algebra. Here they are the factors just used, weighted by $v_0$ and $v_1$, together with the normalisation `n` and $b^2=\zeta^2/2$.

Q: Next you need the sum of the two energies. Do you quote the trace?

A: No, it follows from the secular equations. Subtracting the one for A from the one for C gives
$$(E_C-E_A)\,(E_A+E_C-a-d)=0.$$
The first factor is positive, so $E_A+E_C=a+d=2F-\zeta/2$.

```lean
/-- The energies of levels A and C add up to the trace of the Seitz matrix. -/
theorem energy_sum (hA : IsState F G ζ EA u) (hC : IsState F G ζ EC v) (hlt : EA < EC) :
    EA + EC = 2 * F - ζ / 2 := by
  have h : (EC - EA) * (EA + EC - (2 * F - ζ / 2)) = 0 := by
    linear_combination secular hC - secular hA
  have h' := (mul_eq_zero.1 h).resolve_left (sub_pos.2 hlt).ne'
  linarith
```

For the weight in C, multiply its two component equations by $v_0$ and $v_1$ and subtract. The off-diagonal terms cancel:
$$(E_C-a)v_0^2=(E_C-d)v_1^2.$$
Insert $v_0^2=1-v_1^2$ to get $E_C-a=v_1^2(2E_C-a-d)$. By the trace relation the bracket is $E_C-E_A$ and the left side is $d-E_A$, so
$$v_1^2(E_C-E_A)=F+G-E_A.$$
The same steps for A give $E_A-a=u_1^2(2E_A-a-d)=-u_1^2(E_C-E_A)$. Since $a-E_A=E_C-d$,
$$u_1^2(E_C-E_A)=E_C-(F+G).$$

```lean
/-- The singlet weights of C and A, multiplied by the splitting `EC - EA`, are the distances
of the unperturbed singlet energy `F + G` from `EA` and from `EC`. -/
theorem singlet_weights (hA : IsState F G ζ EA u) (hC : IsState F G ζ EC v) (hlt : EA < EC) :
    v 1 ^ 2 * (EC - EA) = F + G - EA ∧ u 1 ^ 2 * (EC - EA) = EC - (F + G) := by
  have t := energy_sum hA hC hlt
  obtain ⟨a0, a1, na⟩ := isState_iff.1 hA
  obtain ⟨c0, c1, nc⟩ := isState_iff.1 hC
  constructor
  · linear_combination v 0 * c0 - v 1 * c1 + (EC - (F - G - ζ / 2)) * nc + (1 - v 1 ^ 2) * t
  · linear_combination u 1 * a1 - u 0 * a0 - (EA - (F - G - ζ / 2)) * na + (u 1 ^ 2 - 1) * t
```

The two `linear_combination` lines carry out this subtraction, then use the normalisation and the trace relation `t`.

Q: That still contains $F$ and $G$. How do they disappear?

A: Let $\Delta=E_C-E_A$. From the definition of $x$ and the trace relation,
$$(2x-1)\Delta=2E_B-E_A-E_C=\tfrac{3\zeta}{2}-2G.$$

```lean
/-- Twice the signed distance of level B above the midpoint of A and C is `3ζ/2 - 2G`. -/
theorem positionB_mul (hA : IsState F G ζ EA u) (hC : IsState F G ζ EC v) (hlt : EA < EC) :
    (2 * positionB F G ζ EA EC - 1) * (EC - EA) = 3 * ζ / 2 - 2 * G := by
  have hx : positionB F G ζ EA EC * (EC - EA) = F - G + ζ / 2 - EA := by
    simp only [positionB, energyB]
    exact div_mul_cancel₀ _ (sub_pos.2 hlt).ne'
  linear_combination 2 * hx - energy_sum hA hC hlt
```

The splitting follows from the secular equation for A. Since $\Delta=a+d-2E_A$,
$$\Delta^2=(d-a)^2+4(a-E_A)(d-E_A)=\left(2G+\tfrac{\zeta}{2}\right)^2+2\zeta^2.$$
Now multiply the radicand in $s$ by $\Delta^2$:
$$6\Delta^2-2\left(\tfrac{3\zeta}{2}-2G\right)^2=16G^2+24G\zeta+9\zeta^2=(4G+3\zeta)^2.$$
The radicand is a perfect square, and $s=|4G+3\zeta|/\Delta$.

```lean
/-- Sugano's square root equals `|4G + 3ζ|` in units of the splitting `EC - EA`. -/
theorem suganoRoot_eq (hA : IsState F G ζ EA u) (hC : IsState F G ζ EC v) (hlt : EA < EC) :
    suganoRoot (positionB F G ζ EA EC) = |4 * G + 3 * ζ| / (EC - EA) := by
  have hd : 0 < EC - EA := sub_pos.2 hlt
  have h1 := positionB_mul hA hC hlt
  -- the splitting follows from the secular equation
  have h2 : (EC - EA) ^ 2 = (2 * G + ζ / 2) ^ 2 + 2 * ζ ^ 2 := by
    have hE : EC = 2 * F - ζ / 2 - EA := by linarith [energy_sum hA hC hlt]
    rw [hE]
    linear_combination 4 * secular hA
  -- the radicand is a perfect square
  have key : 6 - 2 * (2 * positionB F G ζ EA EC - 1) ^ 2
      = ((4 * G + 3 * ζ) / (EC - EA)) ^ 2 := by
    rw [div_pow, eq_div_iff (pow_pos hd 2).ne']
    linear_combination 6 * h2 - 2 * ((2 * positionB F G ζ EA EC - 1) * (EC - EA)
      + (3 * ζ / 2 - 2 * G)) * h1
  rw [suganoRoot, key, Real.sqrt_sq_eq_abs, abs_div, abs_of_pos hd]
```

In the proof, `h2` is the formula for $\Delta^2$ and `key` is the perfect square. The last line takes the root, which is where the absolute value enters.

Q: And the weights themselves?

A: Put $r=(4G+3\zeta)/\Delta$, which keeps its sign. The trace relation turns the weight of C into
$$6v_1^2\Delta=6(F+G-E_A)=3\Delta+6G+\tfrac{3\zeta}{2}.$$
On the other side,
$$(4-2x+r)\Delta=3\Delta-(2x-1)\Delta+4G+3\zeta=3\Delta+6G+\tfrac{3\zeta}{2}.$$
The two agree, so $6v_1^2=4-2x+r$. For A,
$$6u_1^2\Delta=6(E_C-F-G)=3\Delta-6G-\tfrac{3\zeta}{2}=(2+2x-r)\Delta,$$
and therefore $6u_1^2=2+2x-r$.

```lean
/-- The singlet weights of C and A in terms of the position `x` of level B and the signed
quantity `(4G + 3ζ) / (EC - EA)`. -/
theorem weights_from_position (hA : IsState F G ζ EA u) (hC : IsState F G ζ EC v)
    (hlt : EA < EC) :
    6 * v 1 ^ 2 = 4 - 2 * positionB F G ζ EA EC + (4 * G + 3 * ζ) / (EC - EA) ∧
    6 * u 1 ^ 2 = 2 + 2 * positionB F G ζ EA EC - (4 * G + 3 * ζ) / (EC - EA) := by
  have hd : EC - EA ≠ 0 := (sub_pos.2 hlt).ne'
  have t := energy_sum hA hC hlt
  have h1 := positionB_mul hA hC hlt
  obtain ⟨wC, wA⟩ := singlet_weights hA hC hlt
  have hr : (4 * G + 3 * ζ) / (EC - EA) * (EC - EA) = 4 * G + 3 * ζ := div_mul_cancel₀ _ hd
  constructor
  · apply mul_right_cancel₀ hd
    linear_combination 6 * wC + h1 - hr - 3 * t
  · apply mul_right_cancel₀ hd
    linear_combination 6 * wA - h1 + hr + 3 * t
```

Lean also proves both equalities after multiplication by $\Delta$ and then cancels it with `mul_right_cancel₀`.

Q: You are about to divide by $u_1^2$. What if A contains no singlet at all?

A: That happens without spin-orbit coupling when $G>0$: the lower level is then a pure triplet. For $\zeta\neq0$ it is impossible. If a state had $v_1=0$, its second component equation would give $(\zeta/\sqrt2)v_0=0$, hence $v_0=0$, which contradicts the normalisation.

```lean
/-- With nonzero spin-orbit coupling every state has a positive singlet weight. -/
theorem singlet_weight_pos (hζ : ζ ≠ 0) (h : IsState F G ζ E v) : 0 < v 1 ^ 2 := by
  obtain ⟨-, e1, n⟩ := isState_iff.1 h
  have hb : ζ / √2 ≠ 0 := div_ne_zero hζ (by positivity)
  have hv : v 1 ≠ 0 := by
    intro h0
    rw [h0] at e1 n
    have h3 : ζ / √2 * v 0 = 0 := by linear_combination e1
    rw [(mul_eq_zero.1 h3).resolve_left hb] at n
    norm_num at n
  positivity
```

Q: Then state the result, with every hypothesis.

A: Take any real $F$, $G$, $\zeta$ with $\zeta\neq0$ and $4G+3\zeta\geq0$, and any normalised eigenvectors $u$ and $v$ with energies $E_A<E_C$. Then $u_1^2>0$ and
$$\frac{v_1^2}{u_1^2}=\frac{4-2x+s}{2+2x-s}.$$

```lean
/-- Sugano's formula: for `ζ ≠ 0` and `4G + 3ζ ≥ 0`, the singlet weight of A is positive and
the ratio of the singlet weights of C and A is `(4 - 2x + s) / (2 + 2x - s)`. -/
theorem sugano_formula (hζ : ζ ≠ 0) (hG : 0 ≤ 4 * G + 3 * ζ)
    (hA : IsState F G ζ EA u) (hC : IsState F G ζ EC v) (hlt : EA < EC) :
    0 < u 1 ^ 2 ∧ v 1 ^ 2 / u 1 ^ 2 =
      (4 - 2 * positionB F G ζ EA EC + suganoRoot (positionB F G ζ EA EC)) /
      (2 + 2 * positionB F G ζ EA EC - suganoRoot (positionB F G ζ EA EC)) := by
  refine ⟨singlet_weight_pos hζ hA, ?_⟩
  obtain ⟨wC, wA⟩ := weights_from_position hA hC hlt
  rw [suganoRoot_eq hA hC hlt, abs_of_nonneg hG, ← wC, ← wA,
    mul_div_mul_left _ _ (by norm_num : (6 : ℝ) ≠ 0)]
```

Because $4G+3\zeta\geq0$, the absolute value can be removed and $s=r$. The common factor 6 cancels in the ratio. The hypotheses `hA` and `hC` say that the two energies are eigenvalues, and `hlt` says which is the upper one.

Q: I would have assumed $G>0$ and $\zeta>0$. What does $4G+3\zeta\geq0$ mean physically?

A: Your assumption, positive exchange energy and positive spin-orbit constant, is the usual situation for an $sp$ configuration, and it implies both conditions of the theorem. The weaker inequality only selects the sign of the square root. The position $x$ determines $|4G+3\zeta|/\Delta$ but not the sign of $4G+3\zeta$. For parameters with $4G+3\zeta\leq0$ we have $s=-r$, and the formula changes accordingly:

```lean
/-- For `ζ ≠ 0` and `4G + 3ζ ≤ 0`, the singlet weight of A is positive and the ratio is given
by Sugano's expression with the opposite sign of the square root. -/
theorem sugano_other_branch (hζ : ζ ≠ 0) (hG : 4 * G + 3 * ζ ≤ 0)
    (hA : IsState F G ζ EA u) (hC : IsState F G ζ EC v) (hlt : EA < EC) :
    0 < u 1 ^ 2 ∧ v 1 ^ 2 / u 1 ^ 2 =
      (4 - 2 * positionB F G ζ EA EC - suganoRoot (positionB F G ζ EA EC)) /
      (2 + 2 * positionB F G ζ EA EC + suganoRoot (positionB F G ζ EA EC)) := by
  refine ⟨singlet_weight_pos hζ hA, ?_⟩
  obtain ⟨wC, wA⟩ := weights_from_position hA hC hlt
  rw [suganoRoot_eq hA hC hlt, abs_of_nonpos hG, neg_div, sub_neg_eq_add,
    ← sub_eq_add_neg, ← wC, ← wA, mul_div_mul_left _ _ (by norm_num : (6 : ℝ) ≠ 0)]
```

At $4G+3\zeta=0$ the root vanishes and the two expressions coincide.

Q: Give me one case with numbers.

A: $F$ shifts all three levels equally, so measure energies from it, which sets $F=0$, and take $G=5/2$ and $\zeta=4$ in a common unit. The matrix has diagonal entries $-9/2$ and $5/2$ and off-diagonal entry $2\sqrt2$. Its levels are $E_A=-11/2$ and $E_C=7/2$, with normalised states $u=(2\sqrt2/3,\,-1/3)$ and $v=(1/3,\,2\sqrt2/3)$.

```lean
/-- For `F = 0`, `G = 5/2`, `ζ = 4` the Seitz matrix has explicit normalised eigenvectors with
energies `-11/2` and `7/2`. -/
theorem sugano_formula_witness :
    IsState 0 (5 / 2) 4 (-11 / 2) ![2 * √2 / 3, -1 / 3] ∧
    IsState 0 (5 / 2) 4 (7 / 2) ![1 / 3, 2 * √2 / 3] := by
  have h2 : √2 * √2 = (2 : ℝ) := Real.mul_self_sqrt (by norm_num)
  have hb : (4 : ℝ) / √2 = 2 * √2 := by
    rw [div_eq_iff (by positivity)]
    linear_combination -2 * h2
  refine ⟨isState_iff.2 ⟨?_, ?_, ?_⟩, isState_iff.2 ⟨?_, ?_, ?_⟩⟩
  all_goals
    simp only [Matrix.cons_val_zero, Matrix.cons_val_one, hb]
    nlinarith [h2]

end

end SeitzSugano
```

The proof inserts these vectors into the component equations and simplifies with $\sqrt2\cdot\sqrt2=2$. The singlet weights are $1/9$ in A and $8/9$ in C, with ratio 8. On the other side, $E_B=-1/2$ gives $x=5/9$ and $s=22/9$, and the formula yields $(48/9)/(6/9)=8$.

```lean
#print axioms SeitzSugano.sugano_formula
#print axioms SeitzSugano.sugano_other_branch
```

```
'SeitzSugano.sugano_formula' depends on axioms: [propext, Classical.choice, Quot.sound]
'SeitzSugano.sugano_other_branch' depends on axioms: [propext, Classical.choice, Quot.sound]
```

Q: A spectroscopist measures band intensities, not singlet weights. Have you proved Sugano's formula as it is applied to spectra?

A: The theorem gives the ratio of weights; the link to intensities is a separate physical argument. If the ground state is a pure singlet and the dipole operator does not act on spin, only the singlet component of each excited state is reached. The squared transition dipoles of C and A then stand in the ratio $v_1^2/u_1^2$. Oscillator strengths carry an additional factor of the transition energy.

Q: And what has been idealised in the matrix itself?

A: It has two states and three parameters. Singlet and triplet share the same orbitals, so the same $\zeta$ appears in the triplet's diagonal entry and in the off-diagonal entries. Mixing with other configurations and coupling to lattice vibrations are absent. Within this two-state model, the formula lets one compare the singlet-triplet mixing from a relativistic electronic-structure calculation with the mixing implied by its three level positions. If the sign of the root is chosen correctly and numerical errors are small, a disagreement points to effects in the calculation that the model leaves out.
